# State counting for the isotropic oscillator and its phase-space limit

## Physical setting

The states counted here are the energy eigenstates of the $d$-dimensional isotropic oscillator in its product basis, not their superpositions. The formal statement represents each of them by an occupation tuple $n=(n_0,\dots,n_{d-1})$ of natural numbers and assigns it the energy $\varepsilon(n)=\sum_i (n_i+\tfrac12)$, with $\hbar=m=\omega=1$. Let $N_d(E)$ be the number of tuples with $\varepsilon(n)\le E$. Classically, $H=\sum_i (q_i^2+p_i^2)/2$ for positions $q_i$ and momenta $p_i$, and the phase-space count is $W_d(E)=\mathrm{vol}\{H\le E\}/(2\pi)^d$. For fixed $d$ the ratio of the two counts tends to $1$ at high energy. This is the rule of one state per volume $(2\pi\hbar)^d$, behind semiclassical densities of states, for this one Hamiltonian of uncoupled modes; at low energy the counts can differ markedly.

## Statement

Fix $d\ge1$ and put $E_K=K+d/2$ for natural $K$. The theorem `state_count_phase_space_limit` states
$$N_d(E_K)=\binom{K+d}{d},\qquad W_d(E_K)=\frac{(K+d/2)^d}{d!},\qquad \lim_{K\to\infty}\frac{N_d(E_K)}{W_d(E_K)}=1 .$$
The theorem `phaseCount_bracket` adds $W_d(K+1)\le N_d(E_K)\le W_d(K+d)$ for every $K$.

For $d=1$ the ratio is $(K+1)/(K+\tfrac12)$, equal to $2$ at $K=0$, and both bounds are equalities. For $d=3$, $K=2$ the shells with $0,1,2$ quanta hold $1+3+6=10=\binom53$ states, while $W_3(3.5)=42.875/6\approx7.15$; the ratio is about $1.40$ and the bounds read $4.5\le10\le20.8$. At $K=20$ the numbers are $1771$ and $1656.4$, a ratio near $1.07$.

## Derivation

1. Since $\varepsilon(n)=\sum_i n_i+d/2$, the condition $\varepsilon(n)\le E_K$ is $\sum_i n_i\le K$. Let $S_d(K)$ count such tuples, so that $N_d(E_K)=S_d(K)$.
2. In a tuple of $d+1$ modes fix $n_0=j$. The other $d$ modes share at most $K-j$ quanta, so $S_{d+1}(K)=\sum_{j=0}^{K}S_d(K-j)$.
3. Only the empty tuple has no modes, so $S_0(K)=1$. If $S_d(M)=\binom{M+d}{d}$ for all $M$, reversing the sum gives $S_{d+1}(K)=\sum_{j=0}^K\binom{j+d}{d}=\binom{K+d+1}{d+1}$, where the last equality follows from Pascal's rule by induction on $K$.
4. Cancelling $K!$ gives $\binom{K+d}{d}\,d!=(K+d)!/K!=\prod_{i=0}^{d-1}(K+1+i)$.
5. With $z=(q,p)$, $|z|^2=2H$, so for $E\ge0$ the region is the ball of radius $\sqrt{2E}$ in dimension $2d$. If $V$ is the unit-ball volume, then $\pi^d=\int e^{-|z|^2}dz=V\int_0^\infty 2d\,r^{2d-1}e^{-r^2}dr=V\,d!$. The region therefore has volume $(2E)^d\pi^d/d!$, and $W_d(E)=E^d/d!$.
6. Each factor in step 4 lies between $K+1$ and $K+d$, so $(K+1)^d\le N_d(E_K)\,d!\le(K+d)^d$, which is the two-sided bound.
7. The factorials cancel in the ratio:
$$\frac{N_d(E_K)}{W_d(E_K)}=\prod_{i=0}^{d-1}\left(1+\frac{1+i-d/2}{K+d/2}\right).$$
The number of factors does not depend on $K$, and each tends to $1$.

Step 2 is the nested loop of a program that lists an oscillator basis truncated at $K$ total quanta: $n_0$ runs to $K$, $n_1$ to $K-n_0$, and so on. For $d=3$ the list has $(K+1)(K+2)(K+3)/6$ spatial functions.

## What the formal version assumes

A tuple has type `Fin d → ℕ`, `energy` is $\varepsilon$, and `quantumCount` is $N_d$, the cardinality of the set of tuples whose energy is at most the given value, so the shell at $E_K$ itself is included. No operator or Hilbert space appears: the spectrum and its multiplicities are entered by definition, without spin or exchange symmetry. `PhaseSpace d` is Euclidean space indexed by `Fin d ⊕ Fin d`, with positions at `Sum.inl i` and momenta at `Sum.inr i`; `hamiltonian` is $H$, and `volume` is Lebesgue measure. In `phaseCount` the divisor $(2\pi)^d$ is a convention of the definition, whereas $E^d/d!$ is derived. The argument `K + d / 2` is a real number, so the half is kept for odd $d$.

The limit is the leading Weyl asymptotics for a single Hamiltonian with equal frequencies. It is taken along the levels $E_K$, with $d$ fixed, and no correction term is stated.

The hypothesis `hE : 0 ≤ E` of `phaseCount_eq` is needed, as a case worked on paper only shows: for $d=2$, $E=-1$ the region $H\le E$ is empty and $W_2=0$, while $E^d/d!=\tfrac12$.

## The file

In Lean 4 with Mathlib:

```lean
import Mathlib

open Finset Filter Topology MeasureTheory

namespace OscillatorStateCounting

noncomputable section

/-- Energy of the `d`-dimensional isotropic oscillator state with occupation numbers `n`,
in units of `ħω`. -/
def energy {d : ℕ} (n : Fin d → ℕ) : ℝ := ∑ i, ((n i : ℝ) + 1 / 2)

/-- Number of occupation tuples with energy at most `E`. -/
def quantumCount (d : ℕ) (E : ℝ) : ℕ := {n : Fin d → ℕ | energy n ≤ E}.ncard

/-- The occupation tuples of `d` modes with at most `K` quanta in total, as a finite set. -/
def states (d K : ℕ) : Finset (Fin d → ℕ) :=
  (Fintype.piFinset fun _ => range (K + 1)).filter fun n => ∑ i, n i ≤ K

/-- Classical phase space: `d` positions (left indices) and `d` momenta (right indices). -/
abbrev PhaseSpace (d : ℕ) := EuclideanSpace ℝ (Fin d ⊕ Fin d)

/-- Classical oscillator Hamiltonian `∑ (qᵢ² + pᵢ²)/2`, with `m = ω = 1`. -/
def hamiltonian {d : ℕ} (z : PhaseSpace d) : ℝ :=
  ∑ i, (z (Sum.inl i) ^ 2 + z (Sum.inr i) ^ 2) / 2

/-- Phase-space count: the volume of the region `H ≤ E` divided by `(2πħ)^d`, with `ħ = 1`. -/
def phaseCount (d : ℕ) (E : ℝ) : ℝ :=
  (volume {z : PhaseSpace d | hamiltonian z ≤ E}).toReal / (2 * Real.pi) ^ d

/-- A tuple lies in `states d K` exactly when its total number of quanta is at most `K`. -/
theorem mem_states {d K : ℕ} {n : Fin d → ℕ} : n ∈ states d K ↔ ∑ i, n i ≤ K := by
  simp only [states, mem_filter, Fintype.mem_piFinset, mem_range]
  refine ⟨And.right, fun h => ⟨fun i => ?_, h⟩⟩
  have h1 : n i ≤ ∑ j, n j :=
    single_le_sum (f := n) (fun j _ => Nat.zero_le _) (mem_univ i)
  omega

/-- The count for `d + 1` modes with at most `K` quanta is the sum over `j ≤ K` of the counts
for `d` modes with at most `K - j` quanta. -/
theorem card_states_succ (d K : ℕ) :
    (states (d + 1) K).card = ∑ j ∈ range (K + 1), (states d (K - j)).card := by
  have hmaps : ∀ n ∈ states (d + 1) K, n 0 ∈ range (K + 1) := by
    intro n hn
    have h1 := mem_states.1 hn
    rw [Fin.sum_univ_succ] at h1
    exact mem_range.2 (by omega)
  -- sort the tuples by the occupation of the first mode
  rw [card_eq_sum_card_fiberwise (f := fun n : Fin (d + 1) → ℕ => n 0) (t := range (K + 1))
    (fun n hn => hmaps n hn)]
  refine sum_congr rfl fun j hj => ?_
  have hj' := mem_range.1 hj
  refine card_bij' (fun n _ => Fin.tail n) (fun m _ => (Fin.cons j m : Fin (d + 1) → ℕ))
    ?_ ?_ ?_ ?_
  · intro n hn
    have h0 : n 0 = j := (mem_filter.1 hn).2
    have h1 := mem_states.1 (mem_filter.1 hn).1
    rw [Fin.sum_univ_succ] at h1
    refine mem_states.2 ?_
    show ∑ i : Fin d, n i.succ ≤ K - j
    omega
  · intro m hm
    have h1 := mem_states.1 hm
    refine mem_filter.2 ⟨mem_states.2 ?_, by simp⟩
    simp only [Fin.sum_univ_succ, Fin.cons_zero, Fin.cons_succ]
    omega
  · intro n hn
    have h0 : n 0 = j := (mem_filter.1 hn).2
    show (Fin.cons j (Fin.tail n) : Fin (d + 1) → ℕ) = n
    rw [← h0]
    exact Fin.cons_self_tail n
  · intro m _
    funext i
    simp [Fin.tail]

/-- The number of tuples of `d` modes with at most `K` quanta is `C(K + d, d)`. -/
theorem card_states (d K : ℕ) : (states d K).card = (K + d).choose d := by
  induction d generalizing K with
  | zero =>
    rw [Nat.choose_zero_right, card_eq_one]
    exact ⟨fun _ => 0, eq_singleton_iff_unique_mem.2
      ⟨mem_states.2 (by simp), fun n _ => funext fun i => i.elim0⟩⟩
  | succ d ih =>
    -- hockey-stick sum
    have hockey : ∀ M : ℕ,
        ∑ j ∈ range (M + 1), (j + d).choose d = (M + (d + 1)).choose (d + 1) := by
      intro M
      induction M with
      | zero => simp
      | succ M ihM =>
        rw [sum_range_succ, ihM, show M + 1 + (d + 1) = M + 1 + d + 1 by ring,
          Nat.choose_succ_succ' (M + 1 + d) d, show M + (d + 1) = M + 1 + d by ring]
        omega
    have h : ∑ j ∈ range (K + 1), (K - j + d).choose d
        = ∑ j ∈ range (K + 1), (j + d).choose d :=
      sum_range_reflect (fun j => (j + d).choose d) (K + 1)
    rw [card_states_succ]
    simp only [ih]
    rw [h, hockey]

/-- The number of oscillator states with energy at most `K + d/2` is `C(K + d, d)`. -/
theorem quantumCount_eq (d K : ℕ) : quantumCount d (K + d / 2) = (K + d).choose d := by
  have hs : {n : Fin d → ℕ | energy n ≤ K + d / 2} = ↑(states d K) := by
    ext n
    have he : energy n = ((∑ i, n i : ℕ) : ℝ) + d / 2 := by
      simp only [energy, sum_add_distrib, sum_const, card_univ, Fintype.card_fin,
        nsmul_eq_mul, Nat.cast_sum]
      ring
    rw [Set.mem_ofPred_eq, mem_coe, mem_states, he, add_le_add_iff_right, Nat.cast_le]
  rw [quantumCount, hs, ← card_states d K]
  simp

/-- The state count at energy `K + d/2` times `d!` is the product `(K+1)(K+2)⋯(K+d)`. -/
theorem quantumCount_mul_factorial (d K : ℕ) :
    (quantumCount d (K + d / 2) : ℝ) * d.factorial = ∏ i ∈ range d, ((K : ℝ) + 1 + i) := by
  have h : ∀ m : ℕ, (K + 1).ascFactorial m = ∏ i ∈ range m, (K + 1 + i) := by
    intro m
    induction m with
    | zero => simp
    | succ m ih => rw [Nat.ascFactorial_succ, prod_range_succ, ih, mul_comm]
  have h2 := h d
  rw [Nat.ascFactorial_eq_factorial_mul_choose, mul_comm] at h2
  rw [quantumCount_eq]
  exact_mod_cast h2

/-- For `d ≥ 1` and `E ≥ 0` the phase-space count is `E^d / d!`. -/
theorem phaseCount_eq {d : ℕ} (hd : 1 ≤ d) {E : ℝ} (hE : 0 ≤ E) :
    phaseCount d E = E ^ d / d.factorial := by
  have h2E : 0 ≤ 2 * E := by linarith
  -- the region `H ≤ E` is the ball of radius `√(2E)` in dimension `2d`
  have hs : {z : PhaseSpace d | hamiltonian z ≤ E} = Metric.closedBall 0 (√(2 * E)) := by
    ext z
    have hn : ‖z‖ ^ 2 = 2 * hamiltonian z := by
      rw [EuclideanSpace.norm_sq_eq, Fintype.sum_sum_type, ← sum_add_distrib, hamiltonian,
        mul_sum]
      refine sum_congr rfl fun i _ => ?_
      simp only [Real.norm_eq_abs, sq_abs]
      ring
    rw [Set.mem_ofPred_eq, mem_closedBall_zero_iff]
    constructor
    · intro h
      exact (le_abs_self _).trans (Real.abs_le_sqrt (by linarith))
    · intro h
      have h3 := pow_le_pow_left₀ (norm_nonneg z) h 2
      rw [Real.sq_sqrt h2E] at h3
      linarith
  have hk : Module.finrank ℝ (PhaseSpace d) = 2 * d := by simp [two_mul]
  have : Nontrivial (PhaseSpace d) :=
    Module.nontrivial_of_finrank_pos (R := ℝ) (by rw [hk]; omega)
  have hπ : 0 ≤ Real.pi ^ d / (d.factorial : ℝ) := by positivity
  rw [phaseCount, hs, InnerProductSpace.volume_closedBall_of_dim_even hk, hk,
    ENNReal.toReal_mul, ENNReal.toReal_pow, ENNReal.toReal_ofReal (Real.sqrt_nonneg _),
    ENNReal.toReal_ofReal hπ, pow_mul, Real.sq_sqrt h2E]
  simp only [mul_pow]
  field_simp

/-- The state count at energy `K + d/2` lies between the phase-space counts at energies
`K + 1` and `K + d`. -/
theorem phaseCount_bracket {d : ℕ} (hd : 1 ≤ d) (K : ℕ) :
    phaseCount d (K + 1) ≤ quantumCount d (K + d / 2) ∧
      (quantumCount d (K + d / 2) : ℝ) ≤ phaseCount d (K + d) := by
  have hf : (0 : ℝ) < d.factorial := by positivity
  have h1 : (0 : ℝ) ≤ K + 1 := by positivity
  have h2 : (0 : ℝ) ≤ K + d := by positivity
  rw [phaseCount_eq hd h1, phaseCount_eq hd h2, div_le_iff₀ hf, le_div_iff₀ hf,
    quantumCount_mul_factorial]
  constructor
  · calc ((K : ℝ) + 1) ^ d = ∏ _i ∈ range d, ((K : ℝ) + 1) := by simp
      _ ≤ _ := prod_le_prod (fun _ _ => h1) fun i _ => le_add_of_nonneg_right i.cast_nonneg
  · calc ∏ i ∈ range d, ((K : ℝ) + 1 + i) ≤ ∏ _i ∈ range d, ((K : ℝ) + d) := by
          refine prod_le_prod (fun i _ => by positivity) fun i hi => ?_
          have h3 : (i : ℝ) + 1 ≤ d := by exact_mod_cast mem_range.1 hi
          linarith
      _ = _ := by simp

/-- For `c > 0` and a fixed number `m` of factors, `∏_{i<m} (K+1+i)/(K+c)` tends to 1
as `K → ∞`. -/
theorem tendsto_prod_ratio {c : ℝ} (hc : 0 < c) (m : ℕ) :
    Tendsto (fun K : ℕ => ∏ i ∈ range m, ((K : ℝ) + 1 + i) / (K + c)) atTop (𝓝 1) := by
  induction m with
  | zero => simp
  | succ m ih =>
    have hg : Tendsto (fun K : ℕ => (K : ℝ) + c) atTop atTop :=
      tendsto_atTop_add_const_right _ c tendsto_natCast_atTop_atTop
    have h0 : Tendsto (fun K : ℕ => (1 + m - c) / ((K : ℝ) + c)) atTop (𝓝 0) :=
      tendsto_const_nhds.div_atTop hg
    have h1 := ih.mul (h0.const_add 1)
    rw [add_zero, mul_one] at h1
    refine h1.congr fun K => ?_
    have hK : (K : ℝ) + c ≠ 0 := by positivity
    rw [prod_range_succ, one_add_div hK]
    congr 2
    ring

/-- For `d ≥ 1` and energy `K + d/2`, the state count is `C(K + d, d)`, the phase-space count is
`(K + d/2)^d / d!`, and their ratio tends to 1 as `K → ∞`. -/
theorem state_count_phase_space_limit {d : ℕ} (hd : 1 ≤ d) :
    (∀ K : ℕ, quantumCount d (K + d / 2) = (K + d).choose d) ∧
    (∀ K : ℕ, phaseCount d (K + d / 2) = ((K : ℝ) + d / 2) ^ d / d.factorial) ∧
    Tendsto (fun K : ℕ => (quantumCount d (K + d / 2) : ℝ) / phaseCount d (K + d / 2))
      atTop (𝓝 1) := by
  have hW : ∀ K : ℕ, phaseCount d (K + d / 2) = ((K : ℝ) + d / 2) ^ d / d.factorial :=
    fun K => phaseCount_eq hd (by positivity)
  have hc : (0 : ℝ) < d / 2 := half_pos (by exact_mod_cast hd)
  refine ⟨quantumCount_eq d, hW, (tendsto_prod_ratio hc d).congr fun K => ?_⟩
  -- the ratio is a product of `d` factors
  rw [hW, div_div_eq_mul_div, quantumCount_mul_factorial, prod_div_distrib, prod_const,
    card_range]

end

end OscillatorStateCounting
```

```lean
#print axioms OscillatorStateCounting.phaseCount_bracket
#print axioms OscillatorStateCounting.state_count_phase_space_limit
```

```
'OscillatorStateCounting.phaseCount_bracket' depends on axioms: [propext, Classical.choice, Quot.sound]
'OscillatorStateCounting.state_count_phase_space_limit' depends on axioms: [propext, Classical.choice, Quot.sound]
```

## Notes on the proof

`states d K` is the set counted by $S_d(K)$, cut out of the box $n_i\le K$; `mem_states` shows that the box adds no condition, since each $n_i$ is at most the sum.

`card_states_succ` is step 2. `card_eq_sum_card_fiberwise` sorts tuples by `n 0`, and `card_bij'` matches each class with `states d (K - j)` through the mutually inverse maps `Fin.tail` and `Fin.cons j`. `card_states` is step 3, with `sum_range_reflect` reversing the sum and `hockey` applying Pascal's rule `Nat.choose_succ_succ'`. `quantumCount_eq` is step 1: `he` splits off $d/2$ and `hs` equates the two sets. These lemmas and `quantumCount_mul_factorial`, which is step 4 through `Nat.ascFactorial`, hold for $d=0$ as well.

`phaseCount_eq` is step 5. `hn` is $|z|^2=2H$, `hs` identifies the ball, and `hk` gives the dimension $2d$. The Gaussian integral is not repeated: the volume comes from `InnerProductSpace.volume_closedBall_of_dim_even`, which wants a nontrivial space, supplied by `hd`. `phaseCount_bracket` is step 6, by `prod_le_prod` in each direction.

`tendsto_prod_ratio` is step 7 for any $c>0$ in place of $d/2$ and any number $m$ of factors. The induction writes the new factor as $1+(1+m-c)/(K+c)$, `h0` sends the fraction to zero, and `ih.mul` multiplies the limits. The final theorem sets $c=d/2$, $m=d$ and rewrites the ratio as this product.
